# Equal spacing minimises the electrostatic energy of identical charged sheets on a periodic line

Place $N\ge 1$ identical charged sheets at $x_0\le x_1\le\dots\le x_{N-1}$ in the cell $[0,1]$ of a line of period 1, add a uniform neutralising background, and let two sheets at separation $u$ interact, in suitable units, through $\varphi(u)=\{u\}^2-\{u\}+\tfrac16$, where $\{u\}=u-\lfloor u\rfloor$ is the fractional part. The energy $E=\sum_{i,j}\varphi(x_i-x_j)$ runs over all ordered pairs, $i=j$ included, which makes it twice the electrostatic energy per cell, and $y_i=x_i-i/N$ denotes the displacement of sheet $i$ from the equally spaced lattice.

```lean
import Mathlib

open Finset
open scoped Real

namespace PeriodicSheetCrystal

noncomputable section

/-- Pair potential of charged sheets on a line of period 1, as a function of their separation. -/
def sheetPotential (u : ℝ) : ℝ := Int.fract u ^ 2 - Int.fract u + 1 / 6

/-- Twice the electrostatic energy per cell, called the energy below: the pair potential summed over
all ordered pairs, self-image terms included. -/
def ewaldEnergy {N : ℕ} (x : Fin N → ℝ) : ℝ := ∑ i, ∑ j, sheetPotential (x i - x j)

/-- Displacement of sheet `i` from the site `i / N` of the equally spaced lattice (`N ≥ 1`). -/
def displacement {N : ℕ} (x : Fin N → ℝ) (i : Fin N) : ℝ := x i - (i : ℝ) / N

/-- The pair potential is a sum of plane waves with weights `1 / (π n)²`, `n ≥ 1`,
without a zero-wavevector term. -/
theorem sheetPotential_planeWaves (u : ℝ) :
    HasSum (fun n : ℕ => Real.cos (2 * π * ((n : ℝ) + 1) * u) / (π ^ 2 * ((n : ℝ) + 1) ^ 2))
      (sheetPotential u) := by
  have b2 : bernoulli 2 = 1 / 6 := by
    rw [bernoulli_eq_bernoulli'_of_ne_one (by norm_num), bernoulli'_two]
  have hB : ∀ t : ℝ, (Polynomial.map (algebraMap ℚ ℝ) (Polynomial.bernoulli 2)).eval t
      = t ^ 2 - t + 1 / 6 := by
    intro t
    simp only [Polynomial.bernoulli, sum_range_succ, sum_range_zero, Polynomial.map_add,
      Polynomial.map_zero, Polynomial.map_monomial, Polynomial.eval_add, Polynomial.eval_zero,
      Polynomial.eval_monomial, bernoulli_zero, bernoulli_one, b2]
    norm_num [Nat.choose]
    ring
  have h := hasSum_one_div_nat_pow_mul_cos one_ne_zero
    (x := Int.fract u) ⟨Int.fract_nonneg u, (Int.fract_lt_one u).le⟩
  simp only [mul_one] at h
  rw [hB] at h
  -- drop the vanishing zeroth term and divide by π²
  have h2 := ((hasSum_nat_add_iff' 1).2 h).mul_left (1 / π ^ 2)
  have key : ∀ a b c : ℝ, c / (a * b) = 1 / a * (1 / b * c) := by
    intro a b c
    rw [div_eq_mul_inv, mul_inv]
    ring
  have transfer : ∀ {f g : ℕ → ℝ} {a b : ℝ}, HasSum f a → (∀ n, g n = f n) → b = a →
      HasSum g b := by
    intro f g a b hf hg hb
    rw [hb, funext hg]
    exact hf
  refine transfer h2 (fun n => ?_) ?_
  · have e : 2 * π * ((n : ℝ) + 1) * u = 2 * π * ((n : ℝ) + 1) * Int.fract u
        + ((((n : ℤ) + 1) * ⌊u⌋ : ℤ) : ℝ) * (2 * π) := by
      push_cast
      linear_combination (2 * π * ((n : ℝ) + 1)) * Int.self_sub_floor u
    rw [e, Real.cos_add_int_mul_two_pi, Nat.cast_add, Nat.cast_one]
    exact key _ _ _
  · change sheetPotential u = 1 / π ^ 2 * ((-1) ^ (1 + 1) * (2 * π) ^ 2 / 2 /
      (Nat.factorial 2 : ℝ) * (Int.fract u ^ 2 - Int.fract u + 1 / 6) -
      ∑ i ∈ range 1, 1 / (i : ℝ) ^ 2 * Real.cos (2 * π * (i : ℝ) * Int.fract u))
    have z : 1 / ((0 : ℕ) : ℝ) ^ 2 = 0 := by norm_num
    have c : 1 / π ^ 2 * π ^ 2 = 1 := by
      have := Real.pi_ne_zero
      field_simp
    rw [sum_range_one, z, zero_mul, sub_zero, show Nat.factorial 2 = 2 from rfl]
    unfold sheetPotential
    push_cast
    linear_combination (-(Int.fract u ^ 2 - Int.fract u + 1 / 6)) * c

/-- For separations of at most one period the potential is `u² - |u| + 1/6`. -/
theorem sheetPotential_of_abs_le_one {u : ℝ} (hu : |u| ≤ 1) :
    sheetPotential u = u ^ 2 - |u| + 1 / 6 := by
  obtain ⟨h1, h2⟩ := abs_le.1 hu
  unfold sheetPotential
  rcases lt_or_ge u 0 with h | h
  · have e : Int.fract u = u + 1 := by
      rw [← Int.fract_add_one u]
      exact Int.fract_eq_self.2 ⟨by linarith, by linarith⟩
    rw [e, abs_of_neg h]
    ring
  · rw [abs_of_nonneg h]
    rcases h2.lt_or_eq with h3 | h3
    · rw [Int.fract_eq_self.2 ⟨h, h3⟩]
    · rw [h3, Int.fract_one]
      norm_num

/-- Sum of a quadratic polynomial over the sheet labels `0, ..., n - 1`. -/
theorem sum_quadratic (n : ℕ) (a b c : ℝ) :
    ∑ j : Fin n, (a * (j : ℝ) ^ 2 + b * (j : ℝ) + c)
      = a * (n * (n - 1) * (2 * n - 1) / 6) + b * (n * (n - 1) / 2) + c * n := by
  rw [Fin.sum_univ_eq_sum_range (fun j : ℕ => a * (j : ℝ) ^ 2 + b * (j : ℝ) + c) n]
  induction n with
  | zero => simp
  | succ n ih =>
    rw [sum_range_succ, ih]
    push_cast
    ring

/-- The sum of all squared relative positions, in terms of the first two moments. -/
theorem sum_sq_sub {N : ℕ} (y : Fin N → ℝ) :
    ∑ i, ∑ j, (y i - y j) ^ 2 = 2 * N * ∑ i, y i ^ 2 - 2 * (∑ i, y i) ^ 2 := by
  have h : ∀ i, ∑ j, (y i - y j) ^ 2
      = N * y i ^ 2 - 2 * (∑ j, y j) * y i + ∑ j, y j ^ 2 := by
    intro i
    simp only [sub_sq, sum_add_distrib, sum_sub_distrib, ← mul_sum, sum_const, card_univ,
      Fintype.card_fin, nsmul_eq_mul]
    ring
  simp only [h, sum_add_distrib, sum_sub_distrib, ← mul_sum, sum_const, card_univ,
    Fintype.card_fin, nsmul_eq_mul]
  ring

/-- For ordered sheets the sum of all distances is linear in the positions. -/
theorem sum_abs_sub {N : ℕ} (x : Fin N → ℝ) (hx : Monotone x) :
    ∑ i, ∑ j, |x i - x j| = 2 * ∑ i : Fin N, (2 * (i : ℝ) + 1 - N) * x i := by
  induction N with
  | zero => simp
  | succ n ih =>
    -- split off the rightmost sheet
    have h := ih (fun i => x i.castSucc) (fun i j hij => hx (Fin.le_def.2 (Fin.le_def.1 hij)))
    have h1 : ∀ i : Fin n, |x (Fin.last n) - x i.castSucc| = x (Fin.last n) - x i.castSucc :=
      fun i => abs_of_nonneg (sub_nonneg.2 (hx (Fin.le_last _)))
    have h2 : ∀ i : Fin n, |x i.castSucc - x (Fin.last n)| = x (Fin.last n) - x i.castSucc :=
      fun i => by rw [abs_sub_comm, h1]
    have h3 : ∑ i : Fin n, (2 * (i : ℝ) + 1 - ((n : ℝ) + 1)) * x i.castSucc
        = ∑ i : Fin n, (2 * (i : ℝ) + 1 - n) * x i.castSucc - ∑ i : Fin n, x i.castSucc := by
      rw [← sum_sub_distrib]
      exact sum_congr rfl fun i _ => by ring
    have v : ∀ i : Fin n, (i.castSucc : ℕ) = i := fun _ => rfl
    have w : (Fin.last n : ℕ) = n := rfl
    simp only [Fin.sum_univ_castSucc, h1, h2, v, w, sub_self, abs_zero, sum_add_distrib,
      sum_sub_distrib, sum_const, card_univ, Fintype.card_fin, nsmul_eq_mul, Nat.cast_add,
      Nat.cast_one]
    linear_combination h - 2 * h3

/-- For `N ≥ 1` ordered sheets in the cell `[0, 1]`, the energy is `1/6` plus the sum of squared
relative displacements from the equally spaced lattice. -/
theorem ewaldEnergy_eq {N : ℕ} (hN : 0 < N) (x : Fin N → ℝ) (hx : Monotone x)
    (hc : ∀ i, x i ∈ Set.Icc (0 : ℝ) 1) :
    ewaldEnergy x = 1 / 6 + ∑ i, ∑ j, (displacement x i - displacement x j) ^ 2 := by
  have c : (N : ℝ)⁻¹ * N = 1 := inv_mul_cancel₀ (Nat.cast_ne_zero.2 hN.ne')
  have ht : ∀ i j, sheetPotential (x i - x j) = (x i - x j) ^ 2 - |x i - x j| + 1 / 6 :=
    fun i j => sheetPotential_of_abs_le_one (abs_le.2
      ⟨by linarith [(hc i).1, (hc j).2], by linarith [(hc i).2, (hc j).1]⟩)
  -- first and second moments of the displacements
  have m1 : ∑ i, displacement x i = ∑ i, x i - ((N : ℝ) - 1) / 2 := by
    rw [sum_congr rfl fun i _ => show displacement x i
      = x i - (0 * (i : ℝ) ^ 2 + (N : ℝ)⁻¹ * (i : ℝ) + 0) by unfold displacement; ring,
      sum_sub_distrib, sum_quadratic]
    linear_combination (-((N : ℝ) - 1) / 2) * c
  have m2 : ∑ i, displacement x i ^ 2 = ∑ i, x i ^ 2 - 2 * (N : ℝ)⁻¹ * ∑ i : Fin N, (i : ℝ) * x i
      + (N : ℝ)⁻¹ ^ 2 * (N * (N - 1) * (2 * N - 1) / 6) := by
    rw [sum_congr rfl fun i _ => show displacement x i ^ 2
      = x i ^ 2 - 2 * (N : ℝ)⁻¹ * ((i : ℝ) * x i)
        + ((N : ℝ)⁻¹ ^ 2 * (i : ℝ) ^ 2 + 0 * (i : ℝ) + 0) by unfold displacement; ring,
      sum_add_distrib, sum_sub_distrib, sum_quadratic, ← mul_sum]
    ring
  have hT : ∑ i : Fin N, (2 * (i : ℝ) + 1 - N) * x i
      = 2 * ∑ i : Fin N, (i : ℝ) * x i + (1 - (N : ℝ)) * ∑ i, x i := by
    rw [mul_sum, mul_sum, ← sum_add_distrib]
    exact sum_congr rfl fun i _ => by ring
  unfold ewaldEnergy
  simp only [ht, sum_add_distrib, sum_sub_distrib, sum_const, card_univ, Fintype.card_fin,
    nsmul_eq_mul]
  rw [sum_sq_sub x, sum_sq_sub (displacement x), sum_abs_sub x hx, hT, m1, m2]
  linear_combination (4 * ∑ i : Fin N, (i : ℝ) * x i
    - ((N : ℝ) - 1) * (2 * N - 1) / 3 * (1 + (N : ℝ)⁻¹ * N)) * c

/-- For `N ≥ 1` ordered sheets in the cell `[0, 1]` the energy is at least `1/6`, with equality
exactly for equal spacing `1/N`, up to a common translation. -/
theorem wigner_crystal_ground_state {N : ℕ} (hN : 0 < N) (x : Fin N → ℝ) (hx : Monotone x)
    (hc : ∀ i, x i ∈ Set.Icc (0 : ℝ) 1) :
    1 / 6 ≤ ewaldEnergy x ∧
      (ewaldEnergy x = 1 / 6 ↔ ∃ a : ℝ, ∀ i, x i = a + (i : ℝ) / N) := by
  have hE := ewaldEnergy_eq hN x hx hc
  have hpos : ∀ i, 0 ≤ ∑ j, (displacement x i - displacement x j) ^ 2 :=
    fun i => sum_nonneg fun j _ => sq_nonneg _
  refine ⟨by linarith [sum_nonneg fun i (_ : i ∈ univ) => hpos i], fun h => ?_, ?_⟩
  · -- every relative displacement vanishes
    have h0 : ∑ i, ∑ j, (displacement x i - displacement x j) ^ 2 = 0 := by linarith
    refine ⟨displacement x ⟨0, hN⟩, fun i => ?_⟩
    have h1 := (sum_eq_zero_iff_of_nonneg fun i _ => hpos i).1 h0 i (mem_univ i)
    have h2 := (sum_eq_zero_iff_of_nonneg fun j _ =>
      sq_nonneg (displacement x i - displacement x j)).1 h1 ⟨0, hN⟩ (mem_univ _)
    have h3 := (pow_eq_zero_iff two_ne_zero).1 h2
    have h4 : displacement x i = x i - (i : ℝ) / N := rfl
    linarith
  · rintro ⟨a, ha⟩
    have hd : ∀ i, displacement x i = a := by
      intro i
      unfold displacement
      rw [ha i]
      ring
    rw [hE]
    simp [hd]

end

end PeriodicSheetCrystal
```

```lean
#print axioms PeriodicSheetCrystal.sheetPotential_planeWaves
#print axioms PeriodicSheetCrystal.ewaldEnergy_eq
#print axioms PeriodicSheetCrystal.wigner_crystal_ground_state
```

```
'PeriodicSheetCrystal.sheetPotential_planeWaves' depends on axioms: [propext, Classical.choice, Quot.sound]
'PeriodicSheetCrystal.ewaldEnergy_eq' depends on axioms: [propext, Classical.choice, Quot.sound]
'PeriodicSheetCrystal.wigner_crystal_ground_state' depends on axioms: [propext, Classical.choice, Quot.sound]
```

## The energy identity and its minimum

The functions $\varphi$, $E$ and $y_i$ are `sheetPotential`, `ewaldEnergy` and `displacement`. A configuration is a function `x : Fin N → ℝ`, so the labels run from $0$ to $N-1$. Starting them at 1 would shift every $y_i$ by the same constant and leave all differences unchanged.

The theorem `ewaldEnergy_eq` states that

$$E=\frac16+\sum_{i,j}(y_i-y_j)^2 .$$

It has three hypotheses. `hN` says that there is at least one sheet; for $N=0$ both sums are empty and the identity would read $0=\tfrac16$. `hx : Monotone x` says that the labels follow the positions, with coincident sheets allowed. `hc` puts every sheet in the closed interval $[0,1]$, whose two end points are the same place on the periodic line.

Without any condition on the labelling the identity would fail. For $N=2$ and $x=(\tfrac12,0)$ the energy is $\tfrac16$, but $y=(\tfrac12,-\tfrac12)$ makes the right-hand side $\tfrac16+2$.

The theorem `wigner_crystal_ground_state` keeps these hypotheses and draws two conclusions: $E\ge\tfrac16$, and $E=\tfrac16$ exactly when there is a real $a$ with $x_i=a+i/N$ for all $i$. The configuration $x_i=i/N$ satisfies the hypotheses, so the bound is attained, and the minimiser is unique up to a common translation. For $N=1$ every position is a minimum.

Both theorems concern sorted positions in one cell. Arbitrary real positions can be brought to this form by lattice translations and relabelling, which leave $E$ unchanged because $\varphi$ is periodic and even; the file does not carry out that reduction.

## A Coulomb kernel without its zero-wavevector term

The theorem `sheetPotential_planeWaves` identifies the potential for every real $u$:

$$\varphi(u)=\sum_{n=1}^{\infty}\frac{\cos(2\pi n u)}{\pi^2n^2}.$$

In Lean the summation index starts at 0, so $n+1$ appears in place of $n$. With $G=2\pi n$ the weights are $4/G^2$, which is the Coulomb form up to the choice of units. The uniform neutralising background cancels the $G=0$ component of the charge. Poisson's equation then leaves the cell average of the potential free, and it is set to zero by convention.

To obtain the series by hand, compute the Fourier coefficients of $u^2-u+\tfrac16$ on $[0,1]$. The mean is $\tfrac13-\tfrac12+\tfrac16=0$. The sine coefficients vanish because the function is symmetric under $u\to1-u$. For $n\ge1$, two integrations by parts give

$$\int_0^1(u^2-u)\cos(2\pi nu)\,du=-\frac1{2\pi n}\int_0^1(2u-1)\sin(2\pi nu)\,du=\frac{1}{2\pi^2n^2},$$

and the cosine coefficient is twice this. The periodic function is continuous and the coefficients are absolutely summable, so the series converges to it everywhere.

The Lean proof takes the corresponding series for the second Bernoulli polynomial, $B_2(t)=t^2-t+\tfrac16$, from Mathlib. It evaluates that polynomial in `hB`, removes the zeroth term, divides by $\pi^2$, and uses the periodicity of the cosine to replace $\{u\}$ by $u$.

The diagonal terms of $E$ contribute $\varphi(0)=\tfrac16$ each. They represent a sheet interacting with its own periodic images and the background, and they add the constant $N/6$. Each distinct pair is counted twice, so the usual pair energy is $(E-N/6)/2$, which has the same minimisers.

The Wigner crystal of electronic structure theory is a state of quantum electrons at low density. The model here keeps only its electrostatics, in one dimension and with classical charges at rest, without kinetic energy or exchange. Within that restriction it supplies an exact energy with which a plane-wave Coulomb sum omitting $G=0$ can be compared.

## From distances to squared displacements

**The potential inside one period.** All separations satisfy $|u|\le1$. If $0\le u<1$, then $\{u\}=u$. If $-1\le u<0$, then $\{u\}=u+1$ and $(u+1)^2-(u+1)=u^2+u$. At $u=1$ the fractional part is 0, and $u^2-u$ is 0 as well. In every case

$$\varphi(u)=u^2-|u|+\tfrac16 .$$

This is `sheetPotential_of_abs_le_one`, proved by the same case distinction. Summing over all pairs gives

$$E=\sum_{i,j}(x_i-x_j)^2-\sum_{i,j}|x_i-x_j|+\frac{N^2}{6}.$$

**The distances.** Sheet $i$ has $i$ sheets before it in the order and $N-1-i$ after it. In the sum over distinct pairs, $x_i$ therefore appears with coefficient $i-(N-1-i)=2i+1-N$. Counting both orders,

$$\sum_{i,j}|x_i-x_j|=2\sum_i(2i+1-N)x_i .$$

The ordering enters here: it turns a sum of absolute values into a linear function. The lemma `sum_abs_sub` proves the formula by induction, splitting off the rightmost sheet. When a sheet at $x_n$ joins $n$ others, the left side grows by $2\sum_{i<n}(x_n-x_i)$. On the right, each old coefficient inside the sum drops by 1 and the new sheet enters with coefficient $n$, which gives the same increase.

**The squares.** For any real numbers $z_i$, expanding the square gives

$$\sum_{i,j}(z_i-z_j)^2=2N\sum_i z_i^2-2\Big(\sum_i z_i\Big)^2,$$

which is `sum_sq_sub`. Write $S=\sum_i x_i$, $Q=\sum_i x_i^2$ and $M=\sum_i i\,x_i$. Then

$$E=2NQ-2S^2-4M+2(N-1)S+\frac{N^2}{6}.$$

**The displacements.** The standard sums of $i$ and $i^2$, supplied by `sum_quadratic`, give

$$\sum_i y_i=S-\frac{N-1}{2},\qquad \sum_i y_i^2=Q-\frac{2M}{N}+\frac{(N-1)(2N-1)}{6N}.$$

These are `m1` and `m2` in the proof of `ewaldEnergy_eq`. Inserting them into the formula for the squares,

$$\sum_{i,j}(y_i-y_j)^2=2NQ-2S^2-4M+2(N-1)S+\frac{(N-1)(2N-1)}{3}-\frac{(N-1)^2}{2}.$$

The last two terms combine to $(N-1)(N+1)/6=(N^2-1)/6$. The right-hand side is thus $E-\tfrac16$, which is the identity. In Lean, the rewriting steps express both sides through the same moments, and the final `linear_combination` compares them using only $N^{-1}N=1$.

**The minimum.** A sum of squares is non-negative, so $E\ge\tfrac16$. If $E=\tfrac16$, every term $(y_i-y_j)^2$ vanishes. Taking $j=0$ gives $y_i=y_0$ for all $i$, hence $x_i=y_0+i/N$. Conversely, if $x_i=a+i/N$, all $y_i$ equal $a$ and the sum is zero.

The proof of `wigner_crystal_ground_state` takes the same path. It applies `sum_eq_zero_iff_of_nonneg` once to the outer sum and once to the inner one, and chooses the displacement of sheet 0 as the translation $a$.

## Three sheets at 0.1, 0.3 and 0.8

The separations are $0.2$, $0.5$ and $0.7$, for which $u^2-u$ equals $-0.16$, $-0.25$ and $-0.21$. Each pair counts twice, and the nine constants $\tfrac16$ add up to $1.5$, so

$$E=2(-0.62)+1.5=0.26 .$$

The displacements from $0,\tfrac13,\tfrac23$ are $y=(\tfrac1{10},-\tfrac1{30},\tfrac2{15})$. Their pairwise differences have magnitudes $\tfrac4{30}$, $\tfrac1{30}$ and $\tfrac5{30}$, and therefore

$$\frac16+2\cdot\frac{16+1+25}{900}=\frac16+\frac{7}{75}=0.26 .$$

The excess over the minimum is $7/75\approx0.093$. Moving the sheets to $0.1$, $0.1+\tfrac13$ and $0.1+\tfrac23$ removes it.
